# Markovian direct second-Born collisions with an even interaction conserve particles and never lower the entropy

Let the momenta form a finite abelian group, with occupations 0 < f < 1, hole occupations g = 1 − f and a real interaction v with v(−q) = v(q). The Markovian (memoryless) direct second-Born collision integral, simplified by leaving out constant prefactors and the factor that enforces energy conservation,

I(w) = ∑_{x,y} v(x−w)² [f(x)f(y)g(x+y−w)g(w) − g(x)g(y)f(x+y−w)f(w)]

satisfies

∑_w I(w) = 0 and ∑_w I(w) log(g(w)/f(w)) ≥ 0,

and the second sum, the entropy production, is zero exactly when I vanishes at every momentum. It is the rate of change of the Fermi entropy −∑ (f log f + g log g) under df/dt = I. Here w is a momentum, not a frequency.

## Balancing the four orbitals of a collision

Let W(x,y,z,w) ≥ 0 be the rate of the collision x, y → z, w. Write

a = f(x)f(y)g(z)g(w), b = f(z)f(w)g(x)g(y), N = W(a − b), I(w) = ∑_{x,y,z} N(x,y,z,w).

Suppose W is unchanged when the two particles are relabelled and when the collision is reversed. Then N(y,x,w,z) = N(x,y,z,w) and N(z,w,x,y) = −N(x,y,z,w). For any one-particle quantity φ, renaming the summation variables gives

∑Nφ(w) = ∑Nφ(z) = −∑Nφ(x) = −∑Nφ(y).

The first sum is ∑Iφ, so

4∑Iφ = ∑N [φ(z) + φ(w) − φ(x) − φ(y)].

With φ = 1 the bracket vanishes, and particle number is conserved. With φ = log(g/f) the bracket is log a − log b, so

4∑I log(g/f) = ∑W(a − b)(log a − log b) ≥ 0,

because the logarithm is increasing. If the total is zero, every term is zero. Then W = 0 or a = b for each collision, hence N = 0 and I = 0. The converse is immediate.

For second Born, W = v(x−w)² if x + y = z + w, and zero otherwise, so only z = x+y−w survives. Relabelling turns the transfer x−w into y−z = −(x−w), which is harmless for even v; reversal gives z−y = x−w.

The smallest non-trivial group has momenta 0 and 1 with 1 + 1 = 0. Only 0,0 ↔ 1,1 contributes:

I(1) = −I(0) = v(1)² [f(0)²g(1)² − f(1)²g(0)²].

If v(1) ≠ 0, the fuller momentum loses particles to the emptier one, and the entropy production is zero only at f(0) = f(1).

## Rates and occupations in Lean

The type `ι` labels the orbitals.

```lean
import Mathlib

open Finset

namespace CollisionHTheorem

noncomputable section

variable {ι : Type*}
```

The three fields below are the assumptions on W. `reverse` says that a collision and its inverse have equal rates, as in the Born approximation, where both contain the same squared matrix element.

```lean
/-- Rates `W x y z w` of the collisions `x, y → z, w`: non-negative, unchanged when the two
particles are relabelled, and equal for a collision and its reverse. -/
structure IsCollisionRate (W : ι → ι → ι → ι → ℝ) : Prop where
  nonneg : ∀ x y z w, 0 ≤ W x y z w
  exchange : ∀ x y z w, W x y z w = W y x w z
  reverse : ∀ x y z w, W x y z w = W z w x y
```

`pauliWeight f x y z w` is a, and with the pairs exchanged it is b.

```lean
/-- Statistical weight of `x, y → z, w`: initial orbitals filled, final orbitals empty. -/
def pauliWeight (f : ι → ℝ) (x y z w : ι) : ℝ :=
  f x * f y * (1 - f z) * (1 - f w)

/-- Net rate of `x, y → z, w`: forward minus backward collisions, when both directions have the same
rate `W x y z w`. -/
def netRate (W : ι → ι → ι → ι → ℝ) (f : ι → ℝ) (x y z w : ι) : ℝ :=
  W x y z w * (pauliWeight f x y z w - pauliWeight f z w x y)
```

A positive `collision` fills `w`. Prefactors such as 2π/ħ are absorbed in `W`.

```lean
/-- The collision integral: for a symmetric collision rate, the net rate at which collisions fill
the orbital `w`. -/
def collision [Fintype ι] (W : ι → ι → ι → ι → ℝ) (f : ι → ℝ) (w : ι) : ℝ :=
  ∑ x, ∑ y, ∑ z, netRate W f x y z w
```

Entropy is measured in units of Boltzmann's constant.

```lean
/-- The entropy production `∑ I log((1 - f)/f)`, for occupations strictly between 0 and 1. -/
def entropyProduction [Fintype ι] (W : ι → ι → ι → ι → ℝ) (f : ι → ℝ) : ℝ :=
  ∑ w, collision W f w * Real.log ((1 - f w) / f w)
```

## The weak form and conserved quantities

In the next proof `exch` and `rev` rename the summation variables, while `nE` and `nR` are the two symmetries of N. The equalities `hz`, `hx` and `hy` then express each orbital's contribution through the others.

```lean
/-- Weak form of the collision integral: for a symmetric collision rate, a one-particle quantity
`φ` changes by its balance over the four orbitals of each collision. -/
theorem collision_weak_form [Fintype ι] {W : ι → ι → ι → ι → ℝ} (hW : IsCollisionRate W)
    (f φ : ι → ℝ) :
    4 * ∑ w, collision W f w * φ w =
      ∑ x, ∑ y, ∑ z, ∑ w, netRate W f x y z w * (φ z + φ w - φ x - φ y) := by
  -- the two relabellings of a quadruple sum
  have exch : ∀ F : ι → ι → ι → ι → ℝ,
      ∑ x, ∑ y, ∑ z, ∑ w, F x y z w = ∑ x, ∑ y, ∑ z, ∑ w, F y x w z := fun F =>
    Finset.sum_comm.trans (sum_congr rfl fun y _ => sum_congr rfl fun x _ => Finset.sum_comm)
  have rev : ∀ F : ι → ι → ι → ι → ℝ,
      ∑ x, ∑ y, ∑ z, ∑ w, F x y z w = ∑ x, ∑ y, ∑ z, ∑ w, F z w x y := by
    intro F
    let e : ι × ι × ι × ι ≃ ι × ι × ι × ι :=
      ⟨fun p => (p.2.2.1, p.2.2.2, p.1, p.2.1), fun p => (p.2.2.1, p.2.2.2, p.1, p.2.1),
        fun _ => rfl, fun _ => rfl⟩
    have h := Fintype.sum_equiv e (fun p => F p.1 p.2.1 p.2.2.1 p.2.2.2)
      (fun p => F p.2.2.1 p.2.2.2 p.1 p.2.1) (fun _ => rfl)
    simpa only [Fintype.sum_prod_type] using h
  have nE : ∀ x y z w, netRate W f y x w z = netRate W f x y z w := by
    intro x y z w
    unfold netRate pauliWeight
    rw [hW.exchange y x w z]
    ring
  have nR : ∀ x y z w, netRate W f z w x y = -netRate W f x y z w := by
    intro x y z w
    unfold netRate
    rw [hW.reverse z w x y]
    ring
  have h0 : ∑ w, collision W f w * φ w =
      ∑ x, ∑ y, ∑ z, ∑ w, netRate W f x y z w * φ w := by
    simp only [collision, Finset.sum_mul]
    exact Finset.sum_comm.trans (sum_congr rfl fun x _ =>
      Finset.sum_comm.trans (sum_congr rfl fun y _ => Finset.sum_comm))
  -- each of the four orbitals contributes the same amount, up to sign
  have hz : ∑ x, ∑ y, ∑ z, ∑ w, netRate W f x y z w * φ z =
      ∑ x, ∑ y, ∑ z, ∑ w, netRate W f x y z w * φ w :=
    (exch fun x y z w => netRate W f x y z w * φ z).trans
      (sum_congr rfl fun x _ => sum_congr rfl fun y _ => sum_congr rfl fun z _ =>
        sum_congr rfl fun w _ => congrArg (· * φ w) (nE x y z w))
  have hx : ∑ x, ∑ y, ∑ z, ∑ w, netRate W f x y z w * φ x =
      ∑ x, ∑ y, ∑ z, ∑ w, -netRate W f x y z w * φ z :=
    (rev fun x y z w => netRate W f x y z w * φ x).trans
      (sum_congr rfl fun x _ => sum_congr rfl fun y _ => sum_congr rfl fun z _ =>
        sum_congr rfl fun w _ => congrArg (· * φ z) (nR x y z w))
  have hy : ∑ x, ∑ y, ∑ z, ∑ w, netRate W f x y z w * φ y =
      ∑ x, ∑ y, ∑ z, ∑ w, -netRate W f x y z w * φ w :=
    (rev fun x y z w => netRate W f x y z w * φ y).trans
      (sum_congr rfl fun x _ => sum_congr rfl fun y _ => sum_congr rfl fun z _ =>
        sum_congr rfl fun w _ => congrArg (· * φ w) (nR x y z w))
  simp only [neg_mul, Finset.sum_neg_distrib] at hx hy
  simp only [mul_sub, mul_add, Finset.sum_sub_distrib, Finset.sum_add_distrib]
  linarith
```

Any φ balanced in every allowed collision has a conserved total. This includes the energy, if `W` permits only energy-conserving collisions.

```lean
/-- Any quantity `φ` that is conserved in each allowed collision has a conserved total, for a
symmetric collision rate. -/
theorem collision_invariant [Fintype ι] {W : ι → ι → ι → ι → ℝ} (hW : IsCollisionRate W)
    (f φ : ι → ℝ) (hφ : ∀ x y z w, W x y z w ≠ 0 → φ x + φ y = φ z + φ w) :
    ∑ w, collision W f w * φ w = 0 := by
  have h := collision_weak_form hW f φ
  have h0 : ∑ x, ∑ y, ∑ z, ∑ w, netRate W f x y z w * (φ z + φ w - φ x - φ y) = 0 := by
    refine sum_eq_zero fun x _ => sum_eq_zero fun y _ => sum_eq_zero fun z _ =>
      sum_eq_zero fun w _ => ?_
    by_cases hw : W x y z w = 0
    · simp [netRate, hw]
    · linear_combination (-netRate W f x y z w) * hφ x y z w hw
  linarith
```

## The sign of the entropy production

The inequality for a single collision comes with its equality case.

```lean
/-- For positive `a` and `b`, the product `(a - b)(log a - log b)` is non-negative, and it
vanishes only if `a = b`. -/
theorem sub_mul_log_sub {a b : ℝ} (ha : 0 < a) (hb : 0 < b) :
    0 ≤ (a - b) * (Real.log a - Real.log b) ∧
      ((a - b) * (Real.log a - Real.log b) = 0 → a = b) := by
  constructor
  · rcases le_total a b with h | h
    · nlinarith [mul_nonneg (sub_nonneg.2 h) (sub_nonneg.2 (Real.log_le_log ha h))]
    · exact mul_nonneg (sub_nonneg.2 h) (sub_nonneg.2 (Real.log_le_log hb h))
  · intro h
    rcases mul_eq_zero.1 h with h | h
    · exact sub_eq_zero.1 h
    · exact Real.log_injOn_pos ha hb (sub_eq_zero.1 h)
```

In `h_theorem`, `key` is the weak form with φ = log(g/f). A vanishing sum of non-negative terms then forces each collision to balance.

```lean
/-- H-theorem: for a symmetric collision rate and occupations strictly between 0 and 1, the
entropy production is non-negative, and it is zero exactly when the collision integral vanishes. -/
theorem h_theorem [Fintype ι] {W : ι → ι → ι → ι → ℝ} (hW : IsCollisionRate W)
    {f : ι → ℝ} (hf : ∀ i, 0 < f i ∧ f i < 1) :
    0 ≤ entropyProduction W f ∧
      (entropyProduction W f = 0 ↔ ∀ w, collision W f w = 0) := by
  have p0 : ∀ i, 0 < f i := fun i => (hf i).1
  have p1 : ∀ i, 0 < 1 - f i := fun i => sub_pos.2 (hf i).2
  have hP : ∀ x y z w, 0 < pauliWeight f x y z w := fun x y z w =>
    mul_pos (mul_pos (mul_pos (p0 x) (p0 y)) (p1 z)) (p1 w)
  have hl : ∀ x y z w, Real.log (pauliWeight f x y z w) =
      Real.log (f x) + Real.log (f y) + Real.log (1 - f z) + Real.log (1 - f w) := by
    intro x y z w
    unfold pauliWeight
    rw [Real.log_mul (mul_pos (mul_pos (p0 x) (p0 y)) (p1 z)).ne' (p1 w).ne',
      Real.log_mul (mul_pos (p0 x) (p0 y)).ne' (p1 z).ne',
      Real.log_mul (p0 x).ne' (p0 y).ne']
  -- the weak form with `φ = log((1 - f)/f)`
  have key : 4 * entropyProduction W f = ∑ p : ι × ι × ι × ι,
      W p.1 p.2.1 p.2.2.1 p.2.2.2 *
        ((pauliWeight f p.1 p.2.1 p.2.2.1 p.2.2.2 - pauliWeight f p.2.2.1 p.2.2.2 p.1 p.2.1) *
          (Real.log (pauliWeight f p.1 p.2.1 p.2.2.1 p.2.2.2) -
            Real.log (pauliWeight f p.2.2.1 p.2.2.2 p.1 p.2.1))) := by
    simp only [Fintype.sum_prod_type]
    refine (collision_weak_form hW f fun i => Real.log ((1 - f i) / f i)).trans ?_
    refine sum_congr rfl fun x _ => sum_congr rfl fun y _ => sum_congr rfl fun z _ =>
      sum_congr rfl fun w _ => ?_
    simp only [hl, netRate, fun i => Real.log_div (p1 i).ne' (p0 i).ne']
    ring
  have hT := fun (p : ι × ι × ι × ι) (_ : p ∈ (univ : Finset (ι × ι × ι × ι))) =>
    mul_nonneg (hW.nonneg p.1 p.2.1 p.2.2.1 p.2.2.2)
      (sub_mul_log_sub (hP p.1 p.2.1 p.2.2.1 p.2.2.2) (hP p.2.2.1 p.2.2.2 p.1 p.2.1)).1
  refine ⟨by linarith [sum_nonneg hT], fun h => ?_, fun h => by simp [entropyProduction, h]⟩
  -- without entropy production every single collision is balanced
  rw [h, mul_zero] at key
  intro w
  refine sum_eq_zero fun x _ => sum_eq_zero fun y _ => sum_eq_zero fun z _ => ?_
  have h1 := (sum_eq_zero_iff_of_nonneg hT).1 key.symm (x, y, z, w) (mem_univ _)
  rcases mul_eq_zero.1 h1 with h2 | h2
  · exact mul_eq_zero_of_left h2 _
  · exact mul_eq_zero_of_right _ (sub_eq_zero.2 ((sub_mul_log_sub (hP _ _ _ _) (hP _ _ _ _)).2 h2))
```

The name "entropy production" is justified by differentiating the Fermi entropy along df/dt = I. The existence of a solution is assumed, and relaxation to equilibrium is a separate question.

```lean
/-- If the occupations obey `df/dt = I` at time `t` and lie strictly between 0 and 1 there, the
time derivative of the Fermi entropy `-∑ (f log f + (1 - f) log(1 - f))` is the entropy
production. -/
theorem hasDerivAt_entropy [Fintype ι] (W : ι → ι → ι → ι → ℝ) (f : ℝ → ι → ℝ) (t : ℝ)
    (hf : ∀ i, 0 < f t i ∧ f t i < 1)
    (hkin : ∀ w, HasDerivAt (fun s => f s w) (collision W (f t) w) t) :
    HasDerivAt (fun s => ∑ w, Real.binEntropy (f s w)) (entropyProduction W (f t)) t := by
  unfold entropyProduction
  refine HasDerivAt.fun_sum fun w _ => ?_
  have h := (Real.hasDerivAt_binEntropy (hf w).1.ne' (hf w).2.ne).comp t (hkin w)
  refine h.congr_deriv ?_
  rw [Real.log_div (sub_pos.2 (hf w).2).ne' (hf w).1.ne']
  ring
```

For Fermi-Dirac occupations g/f = exp(β(ε−μ)), so energy conservation gives a = b.

```lean
/-- Fermi-Dirac occupations make the collision integral vanish if every allowed collision
conserves the energy `ε`. -/
theorem collision_fermiDirac [Fintype ι] (W : ι → ι → ι → ι → ℝ) (ε : ι → ℝ) (β μ : ℝ)
    (hε : ∀ x y z w, W x y z w ≠ 0 → ε x + ε y = ε z + ε w) (w : ι) :
    collision W (fun i => 1 / (Real.exp (β * (ε i - μ)) + 1)) w = 0 := by
  refine sum_eq_zero fun x _ => sum_eq_zero fun y _ => sum_eq_zero fun z _ => ?_
  by_cases hw : W x y z w = 0
  · simp [netRate, hw]
  have hE : Real.exp (β * (ε x - μ)) * Real.exp (β * (ε y - μ)) =
      Real.exp (β * (ε z - μ)) * Real.exp (β * (ε w - μ)) := by
    rw [← Real.exp_add, ← Real.exp_add]
    congr 1
    linear_combination β * hε x y z w hw
  -- the hole occupation is the particle occupation times `exp(β(ε - μ))`
  have hg : ∀ i, 1 - 1 / (Real.exp (β * (ε i - μ)) + 1) =
      Real.exp (β * (ε i - μ)) * (1 / (Real.exp (β * (ε i - μ)) + 1)) := by
    intro i
    have : Real.exp (β * (ε i - μ)) + 1 ≠ 0 := by positivity
    field_simp
    ring
  simp only [netRate, pauliWeight, hg]
  linear_combination (-(W x y z w * (1 / (Real.exp (β * (ε x - μ)) + 1)) *
    (1 / (Real.exp (β * (ε y - μ)) + 1)) * (1 / (Real.exp (β * (ε z - μ)) + 1)) *
    (1 / (Real.exp (β * (ε w - μ)) + 1)))) * hE
```

## Momentum-conserving second-Born collisions

Addition in `G` includes umklapp, as on a periodic momentum grid.

```lean
variable {G : Type*} [AddCommGroup G]

/-- Direct second-Born rate: the squared interaction at momentum transfer `x - w`, for collisions
that conserve momentum, with no condition on the energy. -/
def secondBornRate [DecidableEq G] (v : G → ℝ) (x y z w : G) : ℝ :=
  if x + y = z + w then v (x - w) ^ 2 else 0
```

This rate imposes no energy conservation, so Fermi-Dirac occupations need not be stationary under it. It has no exchange term, and it keeps collisions with x = y, as for partners of opposite spin with equal occupations.

```lean
/-- The direct second-Born collision integral without energy conservation, on a finite momentum
group, with the fourth momentum fixed by conservation. -/
def secondBornCollision [Fintype G] (v f : G → ℝ) (w : G) : ℝ :=
  ∑ x, ∑ y, v (x - w) ^ 2 * (f x * f y * (1 - f (x + y - w)) * (1 - f w) -
    (1 - f x) * (1 - f y) * f (x + y - w) * f w)
```

The next proof checks the symmetries of the rate; evenness of `v` enters only in `exchange`.

```lean
/-- For an even interaction the second-Born rate is a symmetric collision rate. -/
theorem secondBornRate_witness [DecidableEq G] {v : G → ℝ} (hv : ∀ q, v (-q) = v q) :
    IsCollisionRate (secondBornRate v) where
  nonneg x y z w := by
    unfold secondBornRate
    split_ifs
    · exact sq_nonneg _
    · exact le_rfl
  exchange x y z w := by
    unfold secondBornRate
    by_cases h : x + y = z + w
    · have h' : y + x = w + z := by rw [add_comm y x, h, add_comm]
      have e : y - z = -(x - w) := by rw [neg_sub, sub_eq_sub_iff_add_eq_add, h']
      rw [if_pos h, if_pos h', e, hv]
    · have h' : ¬ y + x = w + z := fun k => h (by rw [add_comm x y, k, add_comm])
      rw [if_neg h, if_neg h']
  reverse x y z w := by
    unfold secondBornRate
    by_cases h : x + y = z + w
    · have e : z - y = x - w := by rw [sub_eq_sub_iff_add_eq_add, h]
      rw [if_pos h, if_pos h.symm, e]
    · rw [if_neg h, if_neg (fun k => h k.symm)]
```

Finally, `hI` removes the sum over `z`, and the general results apply. Setting `v` to 1 gives the unweighted collision integral.

```lean
/-- Second-Born collisions with an even interaction, at occupations strictly between 0 and 1,
conserve particle number and never lower the entropy; the entropy production is zero exactly when
the collision integral vanishes. -/
theorem secondBorn_h_theorem [Fintype G] {v f : G → ℝ} (hv : ∀ q, v (-q) = v q)
    (hf : ∀ k, 0 < f k ∧ f k < 1) :
    ∑ w, secondBornCollision v f w = 0 ∧
      0 ≤ ∑ w, secondBornCollision v f w * Real.log ((1 - f w) / f w) ∧
      (∑ w, secondBornCollision v f w * Real.log ((1 - f w) / f w) = 0 ↔
        ∀ w, secondBornCollision v f w = 0) := by
  classical
  -- momentum conservation removes the sum over `z`
  have hI : ∀ w, secondBornCollision v f w = collision (secondBornRate v) f w := by
    intro w
    refine sum_congr rfl fun x _ => sum_congr rfl fun y _ => ?_
    rw [Finset.sum_eq_single (x + y - w)]
    · unfold netRate secondBornRate pauliWeight
      rw [if_pos (sub_add_cancel (x + y) w).symm]
      ring
    · intro z _ hz
      unfold netRate secondBornRate
      rw [if_neg (fun h => hz (eq_sub_of_add_eq h.symm)), zero_mul]
    · intro h
      exact absurd (mem_univ _) h
  have hW := secondBornRate_witness hv
  simp only [hI]
  refine ⟨?_, h_theorem hW hf⟩
  simpa using collision_invariant hW f (fun _ => 1) (fun _ _ _ _ _ => rfl)

end

end CollisionHTheorem
```

```lean
#print axioms CollisionHTheorem.hasDerivAt_entropy
-- 'CollisionHTheorem.hasDerivAt_entropy' depends on axioms: [propext, Classical.choice, Quot.sound]
#print axioms CollisionHTheorem.collision_fermiDirac
-- 'CollisionHTheorem.collision_fermiDirac' depends on axioms: [propext, Classical.choice, Quot.sound]
#print axioms CollisionHTheorem.secondBorn_h_theorem
-- 'CollisionHTheorem.secondBorn_h_theorem' depends on axioms: [propext, Classical.choice, Quot.sound]
```

In kinetic simulations on a finite periodic momentum grid, the two sums provide checks on a direct collision term of this form. Reducing the two-time Kadanoff-Baym equations, which carry memory, to a rate equation is a physical approximation made beforehand, and leaving out energy conservation is a further simplification. The general `h_theorem` also covers symmetric rates that include it.
